# The image energy of a distant point charge falls off as the inverse square of its distance from a grounded sphere's centre, and as the inverse fourth power for a neutral sphere

The failing theorem, `far_field`, concerns a fixed point charge q at position a outside a conducting sphere of radius R > 0 centred at the origin, in classical electrostatics with Gaussian units. The image energy is defined as half the charge times the potential of its image charges, which for a neutral sphere include one at the centre that makes their sum zero. The theorem states that, as ‖a‖ tends to infinity in any manner, ‖a‖² times the grounded energy tends to −q²R/2, and ‖a‖⁴ times the neutral energy tends to −q²R³/2. The proof uses the closed forms of the two energies to show that, once ‖a‖ > R, each scaled energy equals its claimed limit times 1 + R²/(‖a‖² − R²), a factor that tends to 1.

The first attempt, which Lean rejects:

```lean
import Mathlib

open Filter Topology

namespace FarField

noncomputable section

/-- Three-dimensional Euclidean space, with the centre of the sphere at the origin. -/
abbrev Space := EuclideanSpace ℝ (Fin 3)

/-- Coulomb potential at `x` of a point charge `q` at `s`, in Gaussian units, for `x ≠ s`. -/
def coulomb (q : ℝ) (s x : Space) : ℝ := q / ‖x - s‖

/-- Potential at `x` of the image of a charge `q` at `a ≠ 0` in a grounded sphere of radius `R`:
a charge `-qR/‖a‖` at the inverse point, for `x` away from that point. -/
def groundedImage (q R : ℝ) (a x : Space) : ℝ :=
  coulomb (-(q * R / ‖a‖)) ((R ^ 2 / ‖a‖ ^ 2) • a) x

/-- Image potential for a neutral sphere: the opposite charge is added at the centre, so that the
image charges sum to zero. The domain is `a ≠ 0` and `x` away from both image charges. -/
def neutralImage (q R : ℝ) (a x : Space) : ℝ :=
  groundedImage q R a x + coulomb (q * R / ‖a‖) 0 x

/-- Image energy of a charge `q` at `a` outside a grounded sphere of radius `R > 0`: half the
charge times the image potential at its position. -/
def groundedEnergy (q R : ℝ) (a : Space) : ℝ := q * groundedImage q R a a / 2

/-- Image energy of a charge `q` at `a` outside a neutral sphere of radius `R > 0`: half the
charge times the image potential at its position. -/
def neutralEnergy (q R : ℝ) (a : Space) : ℝ := q * neutralImage q R a a / 2

/-- Closed form of the image energy of a charge outside a grounded sphere. -/
theorem grounded_energy (q : ℝ) {R : ℝ} {a : Space} (hR : 0 < R) (ha : R < ‖a‖) :
    groundedEnergy q R a = -(q ^ 2 * R / (2 * (‖a‖ ^ 2 - R ^ 2))) := by
  have hd : 0 < ‖a‖ := hR.trans ha
  have hp : 0 < ‖a‖ ^ 2 - R ^ 2 := by nlinarith
  have hp' := hp.ne'
  -- distance between the charge and its image
  have hn : ‖a - (R ^ 2 / ‖a‖ ^ 2) • a‖ = (‖a‖ ^ 2 - R ^ 2) / ‖a‖ := by
    have e : a - (R ^ 2 / ‖a‖ ^ 2) • a = ((‖a‖ ^ 2 - R ^ 2) / ‖a‖ ^ 2) • a := by
      rw [sub_div, div_self (pow_ne_zero 2 hd.ne'), sub_smul, one_smul]
    rw [e, norm_smul, Real.norm_of_nonneg (div_nonneg hp.le (sq_nonneg _))]
    field_simp
  unfold groundedEnergy groundedImage coulomb
  rw [hn]
  field_simp

/-- Closed form of the image energy of a charge outside a neutral sphere. -/
theorem neutral_energy (q : ℝ) {R : ℝ} {a : Space} (hR : 0 < R) (ha : R < ‖a‖) :
    neutralEnergy q R a = -(q ^ 2 * R ^ 3 / (2 * ‖a‖ ^ 2 * (‖a‖ ^ 2 - R ^ 2))) := by
  have hd : 0 < ‖a‖ := hR.trans ha
  have hp : ‖a‖ ^ 2 - R ^ 2 ≠ 0 := by nlinarith
  have e : neutralEnergy q R a
      = groundedEnergy q R a + q * coulomb (q * R / ‖a‖) 0 a / 2 := by
    unfold neutralEnergy neutralImage groundedEnergy
    ring
  rw [e, grounded_energy q hR ha, coulomb, sub_zero]
  field_simp
  ring

/-- As the charge recedes to infinity in any manner, `‖a‖²` times the grounded energy tends to
`-q²R/2`, and `‖a‖⁴` times the neutral energy tends to `-q²R³/2`. -/
theorem far_field (q : ℝ) {R : ℝ} (hR : 0 < R) :
    Tendsto (fun a : Space => ‖a‖ ^ 2 * groundedEnergy q R a) (Bornology.cobounded Space)
      (𝓝 (-(q ^ 2 * R / 2))) ∧
    Tendsto (fun a : Space => ‖a‖ ^ 4 * neutralEnergy q R a) (Bornology.cobounded Space)
      (𝓝 (-(q ^ 2 * R ^ 3 / 2))) := by
  have hn : Tendsto (fun a : Space => ‖a‖) (Bornology.cobounded Space) atTop :=
    tendsto_norm_cobounded_atTop
  have ev := hn.eventually_gt_atTop R
  have hs : Tendsto (fun a : Space => ‖a‖ ^ 2 + -R ^ 2) (Bornology.cobounded Space) atTop :=
    tendsto_atTop_add_const_right _ _ ((tendsto_pow_atTop two_ne_zero).comp hn)
  -- both scaled energies are a constant times `1 + R²/(‖a‖² - R²)`
  have hl : ∀ c : ℝ, Tendsto (fun a : Space => c * (1 + R ^ 2 / (‖a‖ ^ 2 + -R ^ 2)))
      (Bornology.cobounded Space) (𝓝 c) := fun c => by
    simpa using ((hs.const_div_atTop (R ^ 2)).const_add 1).const_mul c
  constructor
  · refine (hl _).congr' (ev.mono fun a ha => ?_)
    have hp : ‖a‖ ^ 2 - R ^ 2 ≠ 0 := by nlinarith
    rw [grounded_energy q hR ha, ← sub_eq_add_neg]
    field_simp
    ring
  · refine (hl _).congr' (ev.mono fun a ha => ?_)
    have hd : 0 < ‖a‖ := hR.trans ha
    have hp : ‖a‖ ^ 2 - R ^ 2 ≠ 0 := by nlinarith
    rw [neutral_energy q hR ha, ← sub_eq_add_neg]
    field_simp
    ring

end

end FarField
```

Lean reports:

```
Main.lean:81:8: error: Tactic `rewrite` failed: Did not find an occurrence of the pattern
  groundedEnergy q R a
in the target expression
  -(q ^ 2 * R / 2) * (1 + R ^ 2 / (‖a‖ ^ 2 + -R ^ 2)) = (fun a => ‖a‖ ^ 2 * groundedEnergy q R a) a

case left
q R : ℝ
hR : 0 < R
hn : Tendsto (fun a => ‖a‖) (Bornology.cobounded Space) atTop
ev : ∀ᶠ (x : Space) in Bornology.cobounded Space, R < ‖x‖
hs : Tendsto (fun a => ‖a‖ ^ 2 + -R ^ 2) (Bornology.cobounded Space) atTop
hl : ∀ (c : ℝ), Tendsto (fun a => c * (1 + R ^ 2 / (‖a‖ ^ 2 + -R ^ 2))) (Bornology.cobounded Space) (𝓝 c)
a : Space
ha : R < ‖a‖
hp : ‖a‖ ^ 2 - R ^ 2 ≠ 0
⊢ -(q ^ 2 * R / 2) * (1 + R ^ 2 / (‖a‖ ^ 2 + -R ^ 2)) = (fun a => ‖a‖ ^ 2 * groundedEnergy q R a) a
Main.lean:87:8: error: Tactic `rewrite` failed: Did not find an occurrence of the pattern
  neutralEnergy q R a
in the target expression
  -(q ^ 2 * R ^ 3 / 2) * (1 + R ^ 2 / (‖a‖ ^ 2 + -R ^ 2)) = (fun a => ‖a‖ ^ 4 * neutralEnergy q R a) a

case right
q R : ℝ
hR : 0 < R
hn : Tendsto (fun a => ‖a‖) (Bornology.cobounded Space) atTop
ev : ∀ᶠ (x : Space) in Bornology.cobounded Space, R < ‖x‖
hs : Tendsto (fun a => ‖a‖ ^ 2 + -R ^ 2) (Bornology.cobounded Space) atTop
hl : ∀ (c : ℝ), Tendsto (fun a => c * (1 + R ^ 2 / (‖a‖ ^ 2 + -R ^ 2))) (Bornology.cobounded Space) (𝓝 c)
a : Space
ha : R < ‖a‖
hd : 0 < ‖a‖
hp : ‖a‖ ^ 2 - R ^ 2 ≠ 0
⊢ -(q ^ 2 * R ^ 3 / 2) * (1 + R ^ 2 / (‖a‖ ^ 2 + -R ^ 2)) = (fun a => ‖a‖ ^ 4 * neutralEnergy q R a) a
```

What went wrong. Both errors have the same cause, one in each half of the theorem. After `congr'`, the right side of the goal is a function still waiting to be applied, `(fun a => ‖a‖ ^ 2 * groundedEnergy q R a) a` in the first half. The `a` inside the function is its bound variable, not the particular point `a` in the context, though both are printed with the same name. `rw` looks for `groundedEnergy q R a` at that particular point, and it does not carry out the application before searching, so it finds no match. The same happens with `neutralEnergy q R a` in the second half.

Each added `change` line restates the goal with the function applied, which Lean accepts because the two forms are equal by definition. The `_` leaves the left side as it was. The energy now appears at the point `a` itself, so the rewrite with `grounded_energy` or `neutral_energy` succeeds, and the rest of the proof goes through unchanged.

The repair, with which the file compiles:

```diff
@@ -79,4 +79,5 @@
   · refine (hl _).congr' (ev.mono fun a ha => ?_)
     have hp : ‖a‖ ^ 2 - R ^ 2 ≠ 0 := by nlinarith
+    change _ = ‖a‖ ^ 2 * groundedEnergy q R a
     rw [grounded_energy q hR ha, ← sub_eq_add_neg]
     field_simp
@@ -85,4 +86,5 @@
     have hd : 0 < ‖a‖ := hR.trans ha
     have hp : ‖a‖ ^ 2 - R ^ 2 ≠ 0 := by nlinarith
+    change _ = ‖a‖ ^ 4 * neutralEnergy q R a
     rw [neutral_energy q hR ha, ← sub_eq_add_neg]
     field_simp
```
